# Trading a radial Laplacian for a squared gradient with the LYP weight

The Lee–Yang–Parr (LYP) correlation energy, as it comes from the Colle–Salvetti formula, contains the Laplacian of the electron density. Evaluating that term on a grid takes second derivatives of the orbitals at every point, and near a nucleus, where the density has a cusp, the Laplacian diverges like $1/r$. A gradient term needs only first derivatives and stays finite there. Can the one be exchanged for the other, and what is left at the edge of the integration region?

## The identity and its derivation

Take a spherically symmetric density $n(r)>0$ on $0\le r\le R$, with continuous first and second radial derivatives $n'$ and $n''$, one-sided at the ends. Define

$$w(n)=\frac{n^{-11/3}e^{-c\,n^{-1/3}}}{1+d\,n^{-1/3}},\qquad D(n)=c\,n^{-1/3}+\frac{d\,n^{-1/3}}{1+d\,n^{-1/3}} .$$

These are usually written $\omega$ and $\delta$. The length $n^{-1/3}$ measures the typical distance between electrons. The constants $c$ and $d$ are fitted parameters, positive in LYP, which set how strongly the weight is damped where the electrons are far apart. The claim is

$$\int_0^R n^2w\,(r^2n')'\,dr=R^2n(R)^2w(n(R))\,n'(R)+\int_0^R \frac{r^2\,n\,w\,(5-D)}{3}\,n'^2\,dr .$$

Since $(r^2n')'=r^2\nabla^2n$ for $r>0$, the left side is the volume integral of $n^2w\,\nabla^2n$ over a ball, divided by $4\pi$.

This is not yet the Laplacian term of the LYP energy itself. In the closed-shell functional the Laplacian is multiplied, apart from a constant factor, by $n^3w$, one power of the density more than here. The same integration by parts then gives $r^2n^2w(2-D)n'^2/3$ in the gradient integral; that variant is a separate calculation and is not part of the Lean development below.

To derive the identity, first differentiate the weight logarithmically:

$$\frac{1}{w}\frac{dw}{dn}=-\frac{11}{3n}+\frac{c}{3}n^{-4/3}+\frac{d}{3}\,\frac{n^{-4/3}}{1+d\,n^{-1/3}}=\frac{D-11}{3n}.$$

Therefore

$$\frac{d}{dn}(n^2w)=2nw+\frac{nw(D-11)}{3}=\frac{nw(D-5)}{3}.$$

The chain and product rules along the radius now give

$$\frac{d}{dr}\left[n^2w\,r^2n'\right]=n^2w\,(r^2n')'-\frac{r^2nw(5-D)}{3}\,n'^2 .$$

Integrate from $0$ to $R$. The bracket vanishes at the origin because of the factor $r^2$, even when $n'(0)\neq0$, so a nuclear cusp is allowed. At $R$ it is the surface term, and rearranging gives the claim.

For the whole space the surface term has to disappear as $R\to\infty$. With $u=n^{-1/3}$,

$$n^2w=\frac{u^5e^{-cu}}{1+du}.$$

For $c>0$ the exponential series gives $e^{cu}\ge(cu)^5/120$, and for $d\ge0$ the denominator is at least $1$. Hence $0\le n^2w\le120/c^5$ at every density. If $R^2n'(R)\to0$, as for an exponentially decaying tail, the surface term tends to zero, and the two integrals have the same limit whenever either has one.

For spherical densities and this power of the density, the result shows how a functional containing a Laplacian can be put into the form of a generalised-gradient approximation, and which surface term a finite integration sphere leaves behind.

## The weight, the function $D$ and the flux in Lean

The development works with real numbers throughout.

```lean
import Mathlib

open Set Filter Topology

namespace LYPLaplacianRemoval

noncomputable section
```

The weight $w$ is `lypWeight c d n`, a function of the value of the density at one point.

```lean
/-- The LYP weight `w(n) = n^(-11/3) exp(-c n^(-1/3)) / (1 + d n^(-1/3))`,
for densities `n > 0` and `d ≥ 0`. -/
def lypWeight (c d n : ℝ) : ℝ :=
  n ^ (-11/3 : ℝ) * Real.exp (-c * n ^ (-1/3 : ℝ)) / (1 + d * n ^ (-1/3 : ℝ))
```

The function $D$ is `lypD`, with the same arguments.

```lean
/-- The LYP function `D(n) = c n^(-1/3) + d n^(-1/3) / (1 + d n^(-1/3))`,
for densities `n > 0` and `d ≥ 0`. -/
def lypD (c d n : ℝ) : ℝ :=
  c * n ^ (-1/3 : ℝ) + d * n ^ (-1/3 : ℝ) / (1 + d * n ^ (-1/3 : ℝ))
```

The radial derivatives enter as separate functions named `n'` and `n''`. The primes are only part of the names; later hypotheses make these functions the derivatives of `n`. The quantity $(r^2n')'$ is written out as $2rn'+r^2n''$.

```lean
/-- The expression `2 r n' + r² n''`, which for `r > 0` is `r²` times the Laplacian of a radial
density with first and second radial derivatives `n'` and `n''`. -/
def fluxDivergence (n' n'' : ℝ → ℝ) (r : ℝ) : ℝ := 2 * r * n' r + r ^ 2 * n'' r
```

## Differentiating the weight and the flux

The first theorem is the formula for $d(n^2w)/dn$. It asks for $n>0$ and $d\ge0$, which keep the denominator positive, and leaves $c$ free.

```lean
/-- For `n > 0` and `d ≥ 0`, the derivative of `n² w(n)` with respect to the density
is `n w (D - 5) / 3`. -/
theorem hasDerivAt_sq_mul_weight {c d n : ℝ} (hd : 0 ≤ d) (hn : 0 < n) :
    HasDerivAt (fun x => x ^ 2 * lypWeight c d x)
      (n * lypWeight c d n * (lypD c d n - 5) / 3) n := by
  have hp : ∀ p : ℝ, HasDerivAt (fun x : ℝ => x ^ p) (p * (n ^ p / n)) n := by
    intro p
    have h := Real.hasDerivAt_rpow_const (x := n) (p := p) (Or.inl hn.ne')
    rwa [Real.rpow_sub_one hn.ne'] at h
  have h2 : HasDerivAt (fun x : ℝ => x ^ 2) (2 * n) n := by
    simpa using hasDerivAt_pow 2 n
  have hne : 1 + d * n ^ (-1/3 : ℝ) ≠ 0 := by positivity
  have hu := hp (-1/3)
  have h := h2.fun_mul (((hp (-11/3)).fun_mul (hu.const_mul (-c)).exp).fun_div
    ((hu.const_mul d).const_add 1) hne)
  refine h.congr_deriv ?_
  -- what remains is algebra in the powers of the density
  have hn0 : n ≠ 0 := hn.ne'
  unfold lypWeight lypD
  generalize n ^ (-1/3 : ℝ) = u at hne ⊢
  generalize n ^ (-11/3 : ℝ) = v
  generalize Real.exp (-c * u) = e
  field_simp
  ring
```

The auxiliary statement `hp` is the power rule in the form $p\,n^p/n$. The product and quotient rules then produce the derivative in unsimplified form. Once the two powers and the exponential are replaced by the letters `u`, `v` and `e`, comparing it with the stated result is rational algebra, which `field_simp` and `ring` carry out. This takes the place of the logarithmic derivative above.

The next theorem justifies the name `fluxDivergence`: the expression is the derivative of $r^2n'$.

```lean
/-- The radial flux `r² n'` has derivative `2 r n' + r² n''` wherever `n'` has
derivative `n''`. -/
theorem hasDerivWithinAt_flux {S : Set ℝ} {n' n'' : ℝ → ℝ} {r : ℝ}
    (h : HasDerivWithinAt n' (n'' r) S r) :
    HasDerivWithinAt (fun s => s ^ 2 * n' s) (fluxDivergence n' n'' r) S r := by
  have h2 : HasDerivAt (fun x : ℝ => x ^ 2) (2 * r) r := by
    simpa using hasDerivAt_pow 2 r
  exact h2.hasDerivWithinAt.mul h
```

`HasDerivWithinAt` is a derivative taken along a set `S`. On a closed interval of positive length it is the ordinary derivative inside and the one-sided derivative at each end, which is what a cusp at $r=0$ requires.

## The total derivative at one radius

The local identity needs positivity and the two derivatives only at the radius considered.

```lean
/-- Local form of the Laplacian removal: where the density is positive and twice
differentiable, and `d ≥ 0`, the Laplacian term minus the gradient term is the total
derivative of `n² w r² n'`. -/
theorem laplacian_removal_local {c d : ℝ} {S : Set ℝ} {n n' n'' : ℝ → ℝ} {r : ℝ}
    (hd : 0 ≤ d) (hpos : 0 < n r) (h1 : HasDerivWithinAt n (n' r) S r)
    (h2 : HasDerivWithinAt n' (n'' r) S r) :
    HasDerivWithinAt (fun s => n s ^ 2 * lypWeight c d (n s) * (s ^ 2 * n' s))
      (n r ^ 2 * lypWeight c d (n r) * fluxDivergence n' n'' r
        - r ^ 2 * n r * lypWeight c d (n r) * (5 - lypD c d (n r)) / 3 * n' r ^ 2) S r := by
  have hg : HasDerivWithinAt (fun s => n s ^ 2 * lypWeight c d (n s))
      (n r * lypWeight c d (n r) * (lypD c d (n r) - 5) / 3 * n' r) S r :=
    (hasDerivAt_sq_mul_weight hd hpos).comp_hasDerivWithinAt r h1
  exact (hg.mul (hasDerivWithinAt_flux h2)).congr_deriv (by ring)
```

The statement `hg` is the chain rule applied to $n^2w$. Multiplying by the flux with the product rule gives the total derivative, and `ring` arranges it as the Laplacian term minus the gradient term.

## Integration over a finite ball

In the main theorem, `hpos` says that the density is positive on $[0,R]$, `h1` and `h2` identify `n'` and `n''` as its successive derivatives there, and `h3` makes the second derivative continuous. Together they say that the density is positive and that its radial profile is $C^2$ on $[0,R]$, with one-sided derivatives at the ends; as a function in space the density may still have a cusp at the origin. The theorem holds for $d\ge0$ and any real $c$, so it includes the LYP case of positive constants. The radius $R=0$ is allowed, and both sides are then zero.

```lean
/-- Laplacian removal with the LYP weight: for a positive radial density, twice continuously
differentiable on `[0, R]`, and `d ≥ 0`, the integral of `n² w (r² n')'` is a surface term at `R`
plus an integral containing only the density and its gradient. -/
theorem laplacian_removal {c d R : ℝ} {n n' n'' : ℝ → ℝ} (hd : 0 ≤ d) (hR : 0 ≤ R)
    (hpos : ∀ r ∈ Icc 0 R, 0 < n r)
    (h1 : ∀ r ∈ Icc 0 R, HasDerivWithinAt n (n' r) (Icc 0 R) r)
    (h2 : ∀ r ∈ Icc 0 R, HasDerivWithinAt n' (n'' r) (Icc 0 R) r)
    (h3 : ContinuousOn n'' (Icc 0 R)) :
    ∫ r in (0 : ℝ)..R, n r ^ 2 * lypWeight c d (n r) * fluxDivergence n' n'' r
      = R ^ 2 * n R ^ 2 * lypWeight c d (n R) * n' R
        + ∫ r in (0 : ℝ)..R,
            r ^ 2 * n r * lypWeight c d (n r) * (5 - lypD c d (n r)) / 3 * n' r ^ 2 := by
  have hc : ContinuousOn n (Icc 0 R) := fun r hr => (h1 r hr).continuousWithinAt
  have hc' : ContinuousOn n' (Icc 0 R) := fun r hr => (h2 r hr).continuousWithinAt
  have hid : ContinuousOn (fun r : ℝ => r) (Icc 0 R) := continuousOn_id
  have hp : ∀ p : ℝ, ContinuousOn (fun r => n r ^ p) (Icc 0 R) := fun p =>
    hc.rpow_const (fun r hr => Or.inl (hpos r hr).ne')
  have hne : ∀ r ∈ Icc 0 R, 1 + d * n r ^ (-1/3 : ℝ) ≠ 0 := by
    intro r hr
    have := hpos r hr
    positivity
  have hden : ContinuousOn (fun r => 1 + d * n r ^ (-1/3 : ℝ)) (Icc 0 R) :=
    continuousOn_const.add (continuousOn_const.mul (hp _))
  have hW : ContinuousOn (fun r => lypWeight c d (n r)) (Icc 0 R) :=
    ((hp _).mul (continuousOn_const.mul (hp _)).rexp).div hden hne
  have hD : ContinuousOn (fun r => lypD c d (n r)) (Icc 0 R) :=
    (continuousOn_const.mul (hp _)).add ((continuousOn_const.mul (hp _)).div hden hne)
  have hF : ContinuousOn (fun r => fluxDivergence n' n'' r) (Icc 0 R) :=
    ((continuousOn_const.mul hid).mul hc').add ((hid.pow 2).mul h3)
  -- both integrands are continuous, hence integrable
  have iA : IntervalIntegrable
      (fun r => n r ^ 2 * lypWeight c d (n r) * fluxDivergence n' n'' r)
      MeasureTheory.volume 0 R := by
    apply ContinuousOn.intervalIntegrable
    rw [uIcc_of_le hR]
    exact ((hc.pow 2).mul hW).mul hF
  have iB : IntervalIntegrable
      (fun r => r ^ 2 * n r * lypWeight c d (n r) * (5 - lypD c d (n r)) / 3 * n' r ^ 2)
      MeasureTheory.volume 0 R := by
    apply ContinuousOn.intervalIntegrable
    rw [uIcc_of_le hR]
    exact (((((hid.pow 2).mul hc).mul hW).mul (continuousOn_const.sub hD)).div_const 3).mul
      (hc'.pow 2)
  -- integrate the local identity; the term at the origin vanishes
  have hloc := fun r (hr : r ∈ Icc 0 R) =>
    laplacian_removal_local (c := c) hd (hpos r hr) (h1 r hr) (h2 r hr)
  have hFTC := intervalIntegral.integral_eq_sub_of_hasDerivAt_of_le hR
    (fun r hr => (hloc r hr).continuousWithinAt)
    (fun r hr => (hloc r (Ioo_subset_Icc_self hr)).hasDerivAt (Icc_mem_nhds hr.1 hr.2))
    (iA.sub iB)
  rw [intervalIntegral.integral_sub iA iB] at hFTC
  linear_combination hFTC
```

The first half of the proof assembles continuity of each factor on $[0,R]$, from which `iA` and `iB` conclude that both integrands are integrable. The local identity `hloc` is then passed to the fundamental theorem of calculus, which uses continuity on the closed interval and an ordinary derivative in its interior. The integral of the difference is split in two, and `linear_combination` rearranges the equation, with the contribution at the origin dropping out through its factor $0^2$.

## A bound at every density

The surface term contains $n(R)^2w(n(R))$, and in the tail of an atom $n(R)$ goes to zero while $w$ contains a large negative power of it. The following theorem shows that the product stays bounded.

```lean
/-- For `c > 0` and `d ≥ 0` the factor `n² w(n)` lies between `0` and `120 / c⁵` at every
positive density. -/
theorem sq_mul_weight_bound {c d n : ℝ} (hc : 0 < c) (hd : 0 ≤ d) (hn : 0 < n) :
    0 ≤ n ^ 2 * lypWeight c d n ∧ n ^ 2 * lypWeight c d n ≤ 120 / c ^ 5 := by
  have e1 : n ^ 2 * n ^ (-11/3 : ℝ) = (n ^ (-1/3 : ℝ)) ^ 5 := by
    rw [← Real.rpow_natCast n 2, ← Real.rpow_natCast (n ^ (-1/3 : ℝ)) 5,
      ← Real.rpow_add hn, ← Real.rpow_mul hn.le]
    norm_num
  have hu : 0 < n ^ (-1/3 : ℝ) := Real.rpow_pos_of_pos hn _
  have e2 : n ^ 2 * lypWeight c d n = (n ^ (-1/3 : ℝ)) ^ 5
      * Real.exp (-c * n ^ (-1/3 : ℝ)) / (1 + d * n ^ (-1/3 : ℝ)) := by
    rw [← e1, lypWeight]
    ring
  rw [e2]
  generalize n ^ (-1/3 : ℝ) = u at hu ⊢
  refine ⟨by positivity, ?_⟩
  -- the exponential dominates the fifth power
  have e3 : (c * u) ^ 5 / 120 ≤ Real.exp (c * u) := by
    simpa [Nat.factorial] using Real.pow_div_factorial_le_exp (c * u) (by positivity) 5
  have e4 : Real.exp (c * u) * Real.exp (-c * u) = 1 := by
    rw [← Real.exp_add]
    simp
  have e5 : u ^ 5 * Real.exp (-c * u) ≤ 120 / c ^ 5 := by
    rw [le_div_iff₀ (by positivity)]
    nlinarith [mul_le_mul_of_nonneg_right e3 (Real.exp_pos (-c * u)).le]
  rw [div_le_iff₀ (by positivity)]
  have hdu : 0 ≤ d * u := by positivity
  exact e5.trans (le_mul_of_one_le_right (by positivity) (by linarith))
```

The steps `e1` and `e2` rewrite $n^2w$ in terms of $u=n^{-1/3}$. The inequality `e3` keeps the fifth-order term of the exponential series, and `e5` turns it into $u^5e^{-cu}\le120/c^5$. The last lines use $1+du\ge1$.

## The limit of infinite radius

The last theorem places the same smoothness and positivity conditions on $[0,\infty)$ and requires $c>0$. The hypothesis `hflux` says that $R^2n'(R)\to0$: the total flux of the density gradient through a distant sphere vanishes.

```lean
/-- Whole-space form: let `c > 0`, `d ≥ 0`, and let the radial density be positive and twice
continuously differentiable on `[0, ∞)` with `r² n' → 0` at infinity. Then the Laplacian
integral converges to `L` exactly when the gradient integral does. -/
theorem laplacian_removal_whole_space {c d L : ℝ} {n n' n'' : ℝ → ℝ}
    (hc : 0 < c) (hd : 0 ≤ d) (hpos : ∀ r ∈ Ici 0, 0 < n r)
    (h1 : ∀ r ∈ Ici 0, HasDerivWithinAt n (n' r) (Ici 0) r)
    (h2 : ∀ r ∈ Ici 0, HasDerivWithinAt n' (n'' r) (Ici 0) r)
    (h3 : ContinuousOn n'' (Ici 0))
    (hflux : Tendsto (fun R => R ^ 2 * n' R) atTop (𝓝 0)) :
    Tendsto (fun R => ∫ r in (0 : ℝ)..R,
        n r ^ 2 * lypWeight c d (n r) * fluxDivergence n' n'' r) atTop (𝓝 L) ↔
      Tendsto (fun R => ∫ r in (0 : ℝ)..R,
        r ^ 2 * n r * lypWeight c d (n r) * (5 - lypD c d (n r)) / 3 * n' r ^ 2)
        atTop (𝓝 L) := by
  -- the surface term vanishes at infinity
  have hb : Tendsto (fun R => R ^ 2 * n R ^ 2 * lypWeight c d (n R) * n' R)
      atTop (𝓝 0) := by
    have hlim : Tendsto (fun R => 120 / c ^ 5 * |R ^ 2 * n' R|) atTop (𝓝 0) := by
      simpa using hflux.abs.const_mul (120 / c ^ 5)
    refine squeeze_zero_norm' ?_ hlim
    filter_upwards [eventually_ge_atTop (0 : ℝ)] with R hR
    obtain ⟨hw0, hw1⟩ := sq_mul_weight_bound hc hd (hpos R hR)
    have e : R ^ 2 * n R ^ 2 * lypWeight c d (n R) * n' R
        = (n R ^ 2 * lypWeight c d (n R)) * (R ^ 2 * n' R) := by ring
    rw [e, Real.norm_eq_abs, abs_mul, abs_of_nonneg hw0]
    exact mul_le_mul_of_nonneg_right hw1 (abs_nonneg _)
  have key := fun (R : ℝ) (hR : 0 ≤ R) =>
    laplacian_removal (c := c) hd hR (fun r hr => hpos r hr.1)
      (fun r hr => (h1 r hr.1).mono Icc_subset_Ici_self)
      (fun r hr => (h2 r hr.1).mono Icc_subset_Ici_self)
      (h3.mono Icc_subset_Ici_self)
  constructor
  · intro h
    have h' := h.sub hb
    rw [sub_zero] at h'
    refine h'.congr' ?_
    filter_upwards [eventually_ge_atTop (0 : ℝ)] with R hR
    linarith [key R hR]
  · intro h
    have h' := hb.add h
    rw [zero_add] at h'
    refine h'.congr' ?_
    filter_upwards [eventually_ge_atTop (0 : ℝ)] with R hR
    exact (key R hR).symm

end

end LYPLaplacianRemoval
```

The conclusion is an equivalence for each real number `L`: the Laplacian integral up to $R$ tends to `L` exactly when the gradient integral does. Convergence of either one is not asserted. Convergence here means a limit of integrals over growing balls, which is weaker than absolute integrability over all space.

In the proof, `hb` bounds the absolute value of the surface term by $120/c^5$ times $|R^2n'(R)|$ and squeezes it to zero. The finite-ball identity, restated as `key` for every $R\ge0$, then gives each direction: subtracting the surface term leads from the Laplacian integral to the gradient integral, and adding it leads back.

```lean
#print axioms LYPLaplacianRemoval.laplacian_removal
#print axioms LYPLaplacianRemoval.laplacian_removal_whole_space
```

```
'LYPLaplacianRemoval.laplacian_removal' depends on axioms: [propext, Classical.choice, Quot.sound]
'LYPLaplacianRemoval.laplacian_removal_whole_space' depends on axioms: [propext, Classical.choice, Quot.sound]
```
